# Linear interpolation of the exchange fraction misses a target gap by at most B/8 if the gap's curvature is at most B in magnitude and the target lies between the end gaps

## How far off is a fraction read from a straight line?

I have a semiconductor whose gap is too small with a semilocal functional and too large with full exact exchange. I ran both calculations self-consistently, drew a straight line between the two gaps, and read off the exchange fraction at which the line reaches my target. But the orbitals relax as the fraction changes, so the true curve bends, and my two end points say nothing about how much. How wrong can the gap be at the fraction I picked, and how far is that fraction from the one that hits the target?

## The curvature limits the gap error, and the slope turns it into a fraction error

Write g(x) for the self-consistent gap at exchange fraction x. If |g''| ≤ B between 0 and 1, your gap is within B/8 of the target T. If also g' ≥ m > 0, exactly one fraction in [0, 1] gives T, and yours is within B/(8m) of it. The fraction is dimensionless, so B and m are both energies.

The derivation is no harder for two general fractions p < q. Put L = q − p and x = p + tL with 0 ≤ t ≤ 1. The function g(x) + Bx²/2 has second derivative g'' + B ≥ 0, so it is convex and lies below its chord:

g(p + tL) + B(p + tL)²/2 ≤ (1 − t)[g(p) + Bp²/2] + t[g(q) + Bq²/2].

The squares combine through

(1 − t)p² + tq² − (p + tL)² = t(1 − t)L²,

which leaves

g(p + tL) ≤ g(p) + t[g(q) − g(p)] + B t(1 − t)L²/2.

The function −g obeys the same curvature bound, which gives the matching lower bound. Hence

|g(p + tL) − (g(p) + t[g(q) − g(p)])| ≤ B t(1 − t)L²/2.

Interpolation chooses

t = (T − g(p))/(g(q) − g(p)), α = p + tL.

Since T lies between the two gaps, t is in [0, 1], and the chord at α equals T. With t(1 − t) = 1/4 − (t − 1/2)² ≤ 1/4,

|g(α) − T| ≤ BL²/8.

By continuity some a in [p, q] has g(a) = T. The mean value theorem gives |g(α) − g(a)| ≥ m|α − a|, so

|α − a| ≤ |g(α) − T|/m ≤ BL²/(8m).

The same inequality, applied to two fractions with equal gaps, shows that they coincide, so a is unique. Both bounds shrink quadratically with the width of the bracket: with p = 0.2 and q = 0.4, the gap bound is B/200.

The constant 1/8 in the gap error is the best possible. Take g(x) = cx + Bx(1 − x)/2 with 0 ≤ B < 2c and T = c/2. Interpolation gives α = 1/2, where the gap is c/2 + B/8.

In the Lean version, `GapCurve g g' g'' p q B` says that g is continuous on the closed interval `Icc p q`, and that on the open interval `Ioo p q` the functions `g'` and `g''` are its first and second derivatives, with |g''| ≤ B. Neither continuity of g'' nor derivatives at the end points are required. The fraction α is `interpolatedFraction g p q T`, the hypothesis `hm` is the slope bound, and `hT` places the target between the end gaps.

Both constants are assumed, not derived from a functional. B stands for the response of the orbitals: with frozen orbitals, the difference between the orbital-energy expectation values of two fixed band-edge orbitals would be linear in the fraction. The constant m says that every increment of exact exchange opens the gap at no less than a fixed rate.

`tuned_fraction_error` states both errors and the existence and uniqueness of a for general p < q; `tuned_fraction_error_unit` is your case, p = 0 and q = 1. `gap_error_sharp` verifies the quadratic example, and concerns the gap error only.

```lean
import Mathlib

open Set

namespace HybridGapTuning

noncomputable section

/-- The gap `g`, as a function of the exchange fraction, is continuous on `[p, q]` and has
slope `g'` and curvature `g''` inside, with the curvature bounded by `B` in absolute value. -/
structure GapCurve (g g' g'' : ℝ → ℝ) (p q B : ℝ) : Prop where
  cont : ContinuousOn g (Icc p q)
  slope : ∀ x ∈ Ioo p q, HasDerivAt g (g' x) x
  curv : ∀ x ∈ Ioo p q, HasDerivAt g' (g'' x) x
  bound : ∀ x ∈ Ioo p q, |g'' x| ≤ B

/-- The exchange fraction at which the straight line through the gaps computed at `p` and `q`
reaches the target `T`; it is meant for `g p ≠ g q`. -/
def interpolatedFraction (g : ℝ → ℝ) (p q T : ℝ) : ℝ :=
  p + (T - g p) / (g q - g p) * (q - p)

variable {g g' g'' : ℝ → ℝ} {p q B m T : ℝ}

/-- A gap with curvature bounded by `B` exceeds its chord over `[p, q]` by at most
`B t (1 - t) (q - p)² / 2` at the relative position `t` in `[0, 1]`. -/
theorem gap_le_chord (h : GapCurve g g' g'' p q B) (hpq : p ≤ q) {t : ℝ}
    (ht0 : 0 ≤ t) (ht1 : t ≤ 1) :
    g (p + t * (q - p)) ≤
      g p + t * (g q - g p) + B / 2 * (t * (1 - t)) * (q - p) ^ 2 := by
  -- adding a parabola of curvature B makes the gap convex
  have hconv : ConvexOn ℝ (Icc p q) (fun x => B / 2 * (x * x) + g x) := by
    refine convexOn_of_hasDerivWithinAt2_nonneg (convex_Icc p q)
      (f' := fun x => B * x + g' x) (f'' := fun x => B + g'' x) ?_ ?_ ?_ ?_
    · have hc : Continuous (fun x : ℝ => B / 2 * (x * x)) := by fun_prop
      exact hc.continuousOn.add h.cont
    · intro x hx
      rw [interior_Icc] at hx
      have h1 : HasDerivAt (fun y : ℝ => B / 2 * (y * y)) (B * x) x :=
        (((hasDerivAt_id' x).fun_mul (hasDerivAt_id' x)).const_mul (B / 2)).congr_deriv
          (by ring)
      exact (h1.fun_add (h.slope x hx)).hasDerivWithinAt
    · intro x hx
      rw [interior_Icc] at hx
      have h1 : HasDerivAt (fun y : ℝ => B * y) B x :=
        ((hasDerivAt_id' x).const_mul B).congr_deriv (mul_one B)
      exact (h1.fun_add (h.curv x hx)).hasDerivWithinAt
    · intro x hx
      rw [interior_Icc] at hx
      have h1 := (abs_le.mp (h.bound x hx)).1
      show 0 ≤ B + g'' x
      linarith
  have key := hconv.2 (left_mem_Icc.2 hpq) (right_mem_Icc.2 hpq)
    (sub_nonneg.2 ht1) ht0 (by ring)
  have e : (1 - t) * p + t * q = p + t * (q - p) := by ring
  simp only [smul_eq_mul] at key
  rw [e] at key
  nlinarith [key]

/-- A gap with curvature bounded by `B` deviates from its chord over `[p, q]`, in either
direction, by at most `B t (1 - t) (q - p)² / 2` at the relative position `t` in `[0, 1]`. -/
theorem gap_chord_error (h : GapCurve g g' g'' p q B) (hpq : p ≤ q) {t : ℝ}
    (ht0 : 0 ≤ t) (ht1 : t ≤ 1) :
    |g (p + t * (q - p)) - (g p + t * (g q - g p))| ≤
      B / 2 * (t * (1 - t)) * (q - p) ^ 2 := by
  -- the reflected gap obeys the same curvature bound
  have hneg : GapCurve (fun x => -g x) (fun x => -g' x) (fun x => -g'' x) p q B :=
    ⟨h.cont.neg, fun x hx => (h.slope x hx).fun_neg, fun x hx => (h.curv x hx).fun_neg,
      fun x hx => by rw [abs_neg]; exact h.bound x hx⟩
  have h1 := gap_le_chord h hpq ht0 ht1
  have h2 := gap_le_chord hneg hpq ht0 ht1
  rw [abs_le]
  constructor <;> linarith

/-- If the gap rises with slope at least `m` inside `[p, q]`, then between two fractions
`x ≤ y` of this interval it grows by at least `m (y - x)`. -/
theorem gap_growth (h : GapCurve g g' g'' p q B) (hm : ∀ x ∈ Ioo p q, m ≤ g' x)
    {x y : ℝ} (hx : x ∈ Icc p q) (hy : y ∈ Icc p q) (hxy : x ≤ y) :
    m * (y - x) ≤ g y - g x := by
  refine (convex_Icc p q).mul_sub_le_image_sub_of_le_deriv h.cont ?_ ?_ x hx y hy hxy
  · intro z hz
    rw [interior_Icc] at hz
    exact (h.slope z hz).differentiableAt.differentiableWithinAt
  · intro z hz
    rw [interior_Icc] at hz
    rw [(h.slope z hz).deriv]
    exact hm z hz

/-- If the gap rises with slope at least `m > 0`, two fractions in `[p, q]` differ by at most
the difference of their gaps divided by `m`. -/
theorem fraction_error_le_residual (h : GapCurve g g' g'' p q B) (hm0 : 0 < m)
    (hm : ∀ x ∈ Ioo p q, m ≤ g' x) {x a : ℝ} (hx : x ∈ Icc p q) (ha : a ∈ Icc p q) :
    |x - a| ≤ |g x - g a| / m := by
  rw [le_div_iff₀ hm0]
  rcases le_total x a with hxa | hax
  · have h1 := gap_growth h hm hx ha hxa
    rw [abs_sub_comm x a, abs_sub_comm (g x), abs_of_nonneg (sub_nonneg.2 hxa)]
    linarith [le_abs_self (g a - g x)]
  · have h1 := gap_growth h hm ha hx hax
    rw [abs_of_nonneg (sub_nonneg.2 hax)]
    linarith [le_abs_self (g x - g a)]

/-- Let the gap have curvature at most `B` in absolute value between the fractions `p < q`, with
`g p < g q` and a target `T` between these two gaps. Then the interpolated fraction lies in `[p, q]`
and its gap misses the target by at most `B (q - p)² / 8`. -/
theorem interpolated_gap_error (h : GapCurve g g' g'' p q B) (hpq : p < q)
    (hg : g p < g q) (hT : T ∈ Icc (g p) (g q)) :
    interpolatedFraction g p q T ∈ Icc p q ∧
      |g (interpolatedFraction g p q T) - T| ≤ B * (q - p) ^ 2 / 8 := by
  have hd : 0 < g q - g p := sub_pos.2 hg
  obtain ⟨t, ht⟩ : ∃ t, t = (T - g p) / (g q - g p) := ⟨_, rfl⟩
  have hα : interpolatedFraction g p q T = p + t * (q - p) := by rw [ht]; rfl
  have ht0 : 0 ≤ t := by rw [ht]; exact div_nonneg (sub_nonneg.2 hT.1) hd.le
  have ht1 : t ≤ 1 := by rw [ht, div_le_one hd]; linarith [hT.2]
  -- the chord takes the value T at the interpolated fraction
  have e : g p + t * (g q - g p) = T := by
    rw [ht, div_mul_cancel₀ _ hd.ne']; ring
  have hB : 0 ≤ B :=
    (abs_nonneg _).trans (h.bound ((p + q) / 2) ⟨by linarith, by linarith⟩)
  have key := gap_chord_error h hpq.le ht0 ht1
  rw [e] at key
  rw [hα]
  refine ⟨⟨?_, ?_⟩, key.trans ?_⟩
  · nlinarith [mul_nonneg ht0 (sub_nonneg.2 hpq.le)]
  · nlinarith [mul_nonneg (sub_nonneg.2 ht1) (sub_nonneg.2 hpq.le)]
  · nlinarith [mul_nonneg (mul_nonneg hB (sq_nonneg (q - p))) (sq_nonneg (2 * t - 1))]

/-- Let the gap have slope at least `m > 0` and curvature at most `B` in absolute value between the
fractions `p < q`, and let `T` lie between the gaps at `p` and `q`. The interpolated fraction gives
a gap within `B (q - p)² / 8` of `T` and lies within `B (q - p)² / (8 m)` of the tuned fraction, the
only one in `[p, q]` whose gap is `T`. -/
theorem tuned_fraction_error (h : GapCurve g g' g'' p q B) (hpq : p < q) (hm0 : 0 < m)
    (hm : ∀ x ∈ Ioo p q, m ≤ g' x) (hT : T ∈ Icc (g p) (g q)) :
    |g (interpolatedFraction g p q T) - T| ≤ B * (q - p) ^ 2 / 8 ∧
      ∃ a ∈ Icc p q, g a = T ∧ (∀ b ∈ Icc p q, g b = T → b = a) ∧
        |interpolatedFraction g p q T - a| ≤ B * (q - p) ^ 2 / (8 * m) := by
  have hg : g p < g q := by
    have h1 := gap_growth h hm (left_mem_Icc.2 hpq.le) (right_mem_Icc.2 hpq.le) hpq.le
    have h2 := mul_pos hm0 (sub_pos.2 hpq)
    linarith
  obtain ⟨hα, herr⟩ := interpolated_gap_error h hpq hg hT
  -- a tuned fraction exists by continuity
  obtain ⟨a, ha, haT⟩ := intermediate_value_Icc hpq.le h.cont hT
  refine ⟨herr, a, ha, haT, ?_, ?_⟩
  · intro b hb hbT
    have h1 := fraction_error_le_residual h hm0 hm hb ha
    rw [hbT, haT, sub_self, abs_zero, zero_div] at h1
    exact sub_eq_zero.1 (abs_nonpos_iff.1 h1)
  · have h1 := fraction_error_le_residual h hm0 hm hα ha
    rw [haT] at h1
    rw [← div_div]
    exact h1.trans (by gcongr)

/-- Interpolation between no exact exchange and full exact exchange: with slope at least `m > 0`,
curvature at most `B` in absolute value and `T` between the two end gaps, the gap error is at most
`B / 8` and the distance to the tuned fraction, the only one in `[0, 1]` whose gap is `T`, is at
most `B / (8 m)`. -/
theorem tuned_fraction_error_unit (h : GapCurve g g' g'' 0 1 B) (hm0 : 0 < m)
    (hm : ∀ x ∈ Ioo (0 : ℝ) 1, m ≤ g' x) (hT : T ∈ Icc (g 0) (g 1)) :
    |g (interpolatedFraction g 0 1 T) - T| ≤ B / 8 ∧
      ∃ a ∈ Icc (0 : ℝ) 1, g a = T ∧ (∀ b ∈ Icc (0 : ℝ) 1, g b = T → b = a) ∧
        |interpolatedFraction g 0 1 T - a| ≤ B / (8 * m) := by
  simpa only [sub_zero, one_pow, mul_one] using
    tuned_fraction_error h zero_lt_one hm0 hm hT

/-- A model gap that is quadratic in the exchange fraction, with end values `0` and `c`. -/
def quadGap (c B x : ℝ) : ℝ := c * x + B / 2 * (x * (1 - x))

/-- For `0 ≤ B < 2c` the quadratic gap has curvature `-B` and slope at least `c - B / 2 > 0` between
the fractions `0` and `1`. The target `c / 2` lies between the end gaps, and the gap at the
interpolated fraction misses it by exactly `B / 8`. -/
theorem gap_error_sharp {c B : ℝ} (hB : 0 ≤ B) (hc : B < 2 * c) :
    GapCurve (quadGap c B) (fun x => c + B / 2 * (1 - 2 * x)) (fun _ => -B) 0 1 B ∧
      0 < c - B / 2 ∧
      (∀ x ∈ Ioo (0 : ℝ) 1, c - B / 2 ≤ c + B / 2 * (1 - 2 * x)) ∧
      c / 2 ∈ Icc (quadGap c B 0) (quadGap c B 1) ∧
      |quadGap c B (interpolatedFraction (quadGap c B) 0 1 (c / 2)) - c / 2| = B / 8 := by
  have hc0 : 0 < c := by linarith
  have h0 : quadGap c B 0 = 0 := by unfold quadGap; ring
  have h1 : quadGap c B 1 = c := by unfold quadGap; ring
  refine ⟨⟨?_, ?_, ?_, ?_⟩, by linarith, ?_, ?_, ?_⟩
  · have hcont : Continuous (fun x : ℝ => c * x + B / 2 * (x * (1 - x))) := by fun_prop
    exact hcont.continuousOn
  · intro x _
    exact (((hasDerivAt_id' x).const_mul c).fun_add
      (((hasDerivAt_id' x).fun_mul ((hasDerivAt_id' x).const_sub 1)).const_mul
        (B / 2))).congr_deriv (by ring)
  · intro x _
    exact (((((hasDerivAt_id' x).const_mul (2 : ℝ)).const_sub 1).const_mul
      (B / 2)).const_add c).congr_deriv (by ring)
  · intro x _
    rw [abs_neg, abs_of_nonneg hB]
  · intro x hx
    nlinarith [mul_nonneg hB (sub_nonneg.2 hx.2.le)]
  · rw [h0, h1]
    constructor <;> linarith
  · -- the interpolated fraction is the midpoint, where the chord error is largest
    have hhalf : interpolatedFraction (quadGap c B) 0 1 (c / 2) = 1 / 2 := by
      have e : (c / 2 - 0) / (c - 0) = 1 / 2 := by
        rw [sub_zero, sub_zero, div_eq_iff hc0.ne']; ring
      rw [interpolatedFraction, h0, h1, e]
      norm_num
    have hval : quadGap c B (1 / 2) - c / 2 = B / 8 := by unfold quadGap; ring
    rw [hhalf, hval, abs_of_nonneg (by linarith)]

end

end HybridGapTuning
```

```lean
#print axioms HybridGapTuning.interpolated_gap_error
#print axioms HybridGapTuning.tuned_fraction_error_unit
#print axioms HybridGapTuning.gap_error_sharp
```

```
'HybridGapTuning.interpolated_gap_error' depends on axioms: [propext, Classical.choice, Quot.sound]
'HybridGapTuning.tuned_fraction_error_unit' depends on axioms: [propext, Classical.choice, Quot.sound]
'HybridGapTuning.gap_error_sharp' depends on axioms: [propext, Classical.choice, Quot.sound]
```

The proof takes the same route. In `gap_le_chord`, `hconv` establishes convexity after the parabola is added, from the sign of the second derivative. `key` is the convexity inequality with weights 1 − t and t, and the closing `nlinarith` does the algebra of the squares. `gap_chord_error` applies this to −g as well and joins the two bounds.

`gap_growth` is the mean value inequality for a slope of at least m. `fraction_error_le_residual` divides it by m, treating the two possible orders of the fractions separately.

In `interpolated_gap_error`, the equation `e` says that the chord equals T at α. The last step uses (2t − 1)² ≥ 0, which is t(1 − t) ≤ 1/4 in another form. This lemma needs only g(p) < g(q), so the gap error bound holds even if the curve is not monotone in between. `tuned_fraction_error` then obtains a from the intermediate value theorem, and both its uniqueness and the distance to α from `fraction_error_le_residual`.

A neighbouring estimate follows if you keep t(1 − t) instead of replacing it by 1/4:

|g(α) − T| ≤ B t(1 − t)L²/2.

The guaranteed error is therefore smaller for a target close to one of the computed gaps; at t = 0.1 the bound is 0.045 BL² instead of 0.125 BL².

For choosing the fraction in a hybrid functional, this is a bound for one parameter and one smooth gap curve. What remains for you to justify is that your self-consistent gaps lie on such a curve, with values of B and m that you can defend. If the band edge moves to a different orbital or k-point along the way, the gap can have a kink, and the curvature bound then fails there. A calculation at a third fraction can reveal a bend, but it does not by itself bound the curvature everywhere.
